# The velocity damping factor exp(−gh) is less than one for positive friction and time step

The declaration `damping_lt_one` concerns the factor exp(−gh) by which friction g damps a velocity in a time step h. It states that this factor is strictly less than one whenever the real numbers g and h are both positive. Only this scalar inequality is claimed; no equation of motion or random force enters the statement. The attempt first obtains 0 < gh from `mul_pos`, then appeals to a lemma on the exponential, leaving `linarith` to show that the exponent −gh is negative.

Lean 4 with Mathlib refuses this proof:

```lean
import Mathlib

open MeasureTheory ProbabilityTheory Filter Topology

namespace DampingLtOne

noncomputable section

/-- The factor by which friction `g` damps the velocity in a time step `h`. -/
def damping (g h : ℝ) : ℝ := Real.exp (-(g * h))

variable {Ω : Type*} [MeasurableSpace Ω] {μ : Measure Ω} {r : ℕ → Ω → ℝ} {g h T : ℝ}

/-- For positive friction and time step the damping factor is less than one. -/
theorem damping_lt_one (hg : 0 < g) (hh : 0 < h) : damping g h < 1 := by
  have := mul_pos hg hh
  exact Real.exp_lt_one (by linarith)

end

end DampingLtOne
```

Compiling this gives:

```
Main.lean:17:8: error(lean.unknownIdentifier): Unknown constant `Real.exp_lt_one`
```

Cause. The message says that Lean knows no constant called `Real.exp_lt_one` in this environment. The proof therefore fails at the name of the lemma, and the message finds no fault with the mathematical argument.

The repair uses `Real.exp_lt_one_iff` instead, which states that the exponential of a real number is less than one if and only if that number is negative. Since this is an equivalence, `.mpr` is needed to select the direction from a negative exponent to an exponential below one. The remaining goal, that `-(g * h)` is negative, is proved by the same `linarith` call from the product inequality already in the context. The new name and `.mpr` are the whole of the change.

Fix (accepted with no message):

```diff
@@ -15,5 +15,5 @@
 theorem damping_lt_one (hg : 0 < g) (hh : 0 < h) : damping g h < 1 := by
   have := mul_pos hg hh
-  exact Real.exp_lt_one (by linarith)
+  exact Real.exp_lt_one_iff.mpr (by linarith)
 
 end
```
